# At a neutral planar Thomas–Fermi jellium surface, the local Fermi energy is three fifths of its bulk value at the edge and falls as a shifted inverse fourth power outside

## Two energy balances meeting at one point

Let $\varphi(z)>0$ be a continuously differentiable function obeying $\varphi''=\varphi^{3/2}-1$ for $z<0$ and $\varphi''=\varphi^{3/2}$ for $z>0$. Suppose that it levels off at $1$ far to the left and at $0$ far to the right. Multiplying each equation by $2\varphi'$ and integrating from the far end gives

$$\varphi'^2=\tfrac45\varphi^{5/2}-2\varphi+\tfrac65\quad(z\le 0),\qquad \varphi'^2=\tfrac45\varphi^{5/2}\quad(z\ge 0).$$

At $z=0$ both hold, with the same $\varphi$ and the same $\varphi'$. Subtracting them leaves $2\varphi(0)=\tfrac65$, so $\varphi(0)=\tfrac35$. The value at the edge follows without solving for the profile on the left.

## Electrons spilling out of a uniform background

A uniform positive background fills the half-space $z<0$, and $z>0$ is vacuum. In Thomas–Fermi theory the electron density is proportional to $\varphi^{3/2}$, where $\varphi=\mu-v$ is the local Fermi energy: the chemical potential $\mu$ minus the electron's electrostatic potential energy $v$. Poisson's equation then reads

$$\varphi''=c\,(\varphi^{3/2}-\varphi_0^{3/2})\ (z<0),\qquad \varphi''=c\,\varphi^{3/2}\ (z>0).$$

Here $\varphi_0>0$ is the bulk value, at which electrons and background cancel. The constant $c>0$ combines the strength of the Coulomb interaction with the prefactor of the Thomas–Fermi density; for spin-unpolarised electrons in Hartree atomic units, with density $(2\varphi)^{3/2}/(3\pi^2)$, it is $8\sqrt2/(3\pi)$.

The result supplies exact reference values for orbital-free calculations of this half-space of uniform background, neutral and without an external field, for the pure Thomas–Fermi functional without exchange, correlation or gradient terms. For a slab of finite thickness they are not exact.

## What is assumed and what is concluded

The structure `IsSurfaceProfile c φ₀ φ φ'` collects the conditions on a profile:

- `pos` makes $\varphi$ positive everywhere, so the real powers have their usual meaning.
- `hasDeriv` and `cont` say that `φ'` is the derivative of `φ` and is continuous, also at the edge. Physically, the electric field does not jump there.
- `inside` and `outside` are the two field equations on the open half-lines. Nothing is required of $\varphi''$ at $z=0$, where the background density jumps.
- `bulk` and `vacuum` are the limits $\varphi\to\varphi_0$ and $\varphi\to0$. The second limit says that $\mu$ equals the electron's potential energy far out in the vacuum. The fields `bulk_field` and `vacuum_field` say that $\varphi'\to0$ at both ends: there is no electric field far from the surface, so by Gauss's law the surface carries no net charge.

The theorem `surface_profile` states that, for $c,\varphi_0>0$, every such profile has $\varphi(0)=3\varphi_0/5$, and that there is a $z_0>0$ with

$$3c^2\varphi_0z_0^4=2000,\qquad \varphi(z)=\frac{400}{c^2(z+z_0)^4}\quad\text{for all } z\ge0.$$

The first relation determines the length $z_0$. The theorem describes any profile that meets the conditions; it neither constructs one nor gives a closed form inside the background. The geometry is planar and the background edge is sharp.

## The derivation by first integrals

For a constant $b$, set

$$E_b=\varphi'^2-\tfrac{4c}{5}\varphi^{5/2}+2cb\,\varphi .$$

Its derivative is $E_b'=2\varphi'\,[\varphi''-c(\varphi^{3/2}-b)]$, which vanishes wherever $\varphi''=c(\varphi^{3/2}-b)$.

**Inside**, take $b=\varphi_0^{3/2}$. As $z\to-\infty$, $E_b$ tends to $-\tfrac{4c}{5}\varphi_0^{5/2}+2c\varphi_0^{5/2}=\tfrac{6c}{5}\varphi_0^{5/2}$. Hence, for $z\le0$,

$$\varphi'^2=\tfrac{4c}{5}\varphi^{5/2}-2c\varphi_0^{3/2}\varphi+\tfrac{6c}{5}\varphi_0^{5/2}.$$

**Outside**, take $b=0$. The limit at $+\infty$ is zero, so $\varphi'^2=\tfrac{4c}{5}\varphi^{5/2}$ for $z\ge0$.

Subtracting the two at $z=0$ gives $2c\varphi_0^{3/2}\varphi(0)=\tfrac{6c}{5}\varphi_0^{5/2}$, and therefore $\varphi(0)=3\varphi_0/5$.

In the vacuum $\varphi''>0$, so $\varphi'$ increases towards its limit zero and cannot be positive. Put $k=\sqrt{c/20}$, so that $\tfrac{4c}{5}=16k^2$. The negative root is

$$\varphi'=-4k\,\varphi^{5/4}.$$

At the edge this gives the slope $\varphi'(0)=-4k\,(3\varphi_0/5)^{5/4}$. Moreover,

$$\left(\varphi^{-1/4}\right)'=-\tfrac14\varphi^{-5/4}\varphi'=k,$$

so $\varphi^{-1/4}=\varphi(0)^{-1/4}+kz=k(z+z_0)$ with $z_0=\varphi(0)^{-1/4}/k>0$. Since $k^4=c^2/400$, taking the inverse fourth power gives the stated tail. Setting $z=0$ gives $3\varphi_0/5=400/(c^2z_0^4)$, which is the relation for $z_0$.

## Numbers for $c=20$ and $\varphi_0=5/3$

The relation becomes $3\cdot400\cdot\tfrac53\,z_0^4=2000$, so $z_0=1$. The profile outside is $\varphi(z)=(1+z)^{-4}$, with $\varphi(0)=1=\tfrac35\cdot\tfrac53$ and $\varphi(1)=\tfrac1{16}$. Its slope at the edge is $-4$, in agreement with $-4k\,\varphi(0)^{5/4}$ for $k=1$.

## A kink at the edge changes the answer

Suppose that $\varphi$ is still continuous but its slope may jump at $z=0$. For $c=20$ and $\varphi_0=1$, take

$$\varphi(z)=1\ (z\le0),\qquad \varphi(z)=(1+z)^{-4}\ (z\ge0).$$

Both field equations and all four limits hold, yet $\varphi(0)=1$ and not $\tfrac35$. The slope jumps from $0$ to $-4$, which corresponds to a sheet of positive charge at the edge. The requirement of a continuous slope excludes such a sheet.

## The Lean file

```lean
import Mathlib

open Filter Topology

namespace ThomasFermiSurface

noncomputable section

/-- A Thomas-Fermi surface profile `φ` with continuous derivative `φ'`: uniform positive
background fills `z < 0`, vacuum fills `z > 0`, and the profile levels off at both ends. -/
structure IsSurfaceProfile (c φ₀ : ℝ) (φ φ' : ℝ → ℝ) : Prop where
  pos : ∀ z, 0 < φ z
  hasDeriv : ∀ z, HasDerivAt φ (φ' z) z
  cont : Continuous φ'
  inside : ∀ z < 0, HasDerivAt φ' (c * (φ z ^ (3 / 2 : ℝ) - φ₀ ^ (3 / 2 : ℝ))) z
  outside : ∀ z > 0, HasDerivAt φ' (c * φ z ^ (3 / 2 : ℝ)) z
  bulk : Tendsto φ atBot (𝓝 φ₀)
  vacuum : Tendsto φ atTop (𝓝 0)
  bulk_field : Tendsto φ' atBot (𝓝 0)
  vacuum_field : Tendsto φ' atTop (𝓝 0)

/-- The first integral of `φ'' = c (φ^(3/2) - b)`, for a background term `b`. -/
def firstIntegral (c b : ℝ) (φ φ' : ℝ → ℝ) (z : ℝ) : ℝ :=
  φ' z * φ' z - (4 * c / 5 * φ z ^ (5 / 2 : ℝ) - 2 * c * b * φ z)

/-- A continuous function with zero derivative between two points takes equal values there. -/
theorem eq_of_deriv_zero {G : ℝ → ℝ} {a b : ℝ} (hab : a < b) (hc : Continuous G)
    (hd : ∀ x ∈ Set.Ioo a b, HasDerivAt G 0 x) : G a = G b := by
  obtain ⟨x, _, h⟩ := exists_hasDerivAt_eq_slope G (fun _ => 0) hab hc.continuousOn hd
  have h' : (0 : ℝ) = (G b - G a) / (b - a) := h
  rw [eq_div_iff (sub_pos.2 hab).ne'] at h'
  linarith

/-- The first integral is stationary wherever the Thomas-Fermi equation holds. -/
theorem firstIntegral_deriv {c b z : ℝ} {φ φ' : ℝ → ℝ} (hp : 0 < φ z)
    (h1 : HasDerivAt φ (φ' z) z)
    (h2 : HasDerivAt φ' (c * (φ z ^ (3 / 2 : ℝ) - b)) z) :
    HasDerivAt (firstIntegral c b φ φ') 0 z := by
  have e : (5 / 2 : ℝ) - 1 = 3 / 2 := by norm_num
  have h3 := h1.rpow_const (p := 5 / 2) (Or.inl hp.ne')
  rw [e] at h3
  exact ((h2.fun_mul h2).fun_sub
    ((h3.const_mul (4 * c / 5)).fun_sub (h1.const_mul (2 * c * b)))).congr_deriv (by ring)

/-- If `φ` tends to `a` and `φ'` to zero, the first integral tends to its value at `(a, 0)`. -/
theorem firstIntegral_tendsto {c b a : ℝ} {φ φ' : ℝ → ℝ} {l : Filter ℝ}
    (h1 : Tendsto φ l (𝓝 a)) (h2 : Tendsto φ' l (𝓝 0)) :
    Tendsto (firstIntegral c b φ φ') l
      (𝓝 (0 * 0 - (4 * c / 5 * a ^ (5 / 2 : ℝ) - 2 * c * b * a))) :=
  (h2.mul h2).sub (((h1.rpow_const (Or.inr (by norm_num))).const_mul (4 * c / 5)).sub
    (h1.const_mul (2 * c * b)))

variable {c φ₀ : ℝ} {φ φ' : ℝ → ℝ}

/-- Along a surface profile the first integral is continuous, also across the edge. -/
theorem IsSurfaceProfile.continuous_firstIntegral (h : IsSurfaceProfile c φ₀ φ φ') (b : ℝ) :
    Continuous (firstIntegral c b φ φ') := by
  have hφ : Continuous φ := continuous_iff_continuousAt.2 fun z => (h.hasDeriv z).continuousAt
  exact (h.cont.mul h.cont).sub ((continuous_const.mul
    (hφ.rpow_const fun z => Or.inl (h.pos z).ne')).sub (continuous_const.mul hφ))

/-- Inside the background, the squared slope is a function of the local value of `φ`. -/
theorem slope_sq_inside (h0 : 0 < φ₀) (h : IsSurfaceProfile c φ₀ φ φ') {z : ℝ} (hz : z ≤ 0) :
    φ' z ^ 2 = 4 * c / 5 * φ z ^ (5 / 2 : ℝ) - 2 * c * φ₀ ^ (3 / 2 : ℝ) * φ z
      + 6 * c / 5 * φ₀ ^ (5 / 2 : ℝ) := by
  have ev : (fun _ => firstIntegral c (φ₀ ^ (3 / 2 : ℝ)) φ φ' z) =ᶠ[atBot]
      firstIntegral c (φ₀ ^ (3 / 2 : ℝ)) φ φ' := by
    filter_upwards [eventually_lt_atBot z] with w hw
    exact (eq_of_deriv_zero hw (h.continuous_firstIntegral _) fun x hx =>
      firstIntegral_deriv (h.pos x) (h.hasDeriv x) (h.inside x (lt_of_lt_of_le hx.2 hz))).symm
  -- the constant is read off deep in the bulk
  have L := tendsto_nhds_unique (firstIntegral_tendsto h.bulk h.bulk_field)
    (tendsto_const_nhds.congr' ev)
  have hq : φ₀ ^ (5 / 2 : ℝ) = φ₀ ^ (3 / 2 : ℝ) * φ₀ := by
    rw [← Real.rpow_add_one h0.ne']
    norm_num
  unfold firstIntegral at L
  linear_combination -1 * L - 2 * c * hq

/-- In the vacuum, the squared slope is `(4c/5) φ^(5/2)`. -/
theorem slope_sq_outside (h : IsSurfaceProfile c φ₀ φ φ') {z : ℝ} (hz : 0 ≤ z) :
    φ' z ^ 2 = 4 * c / 5 * φ z ^ (5 / 2 : ℝ) := by
  have ev : (fun _ => firstIntegral c 0 φ φ' z) =ᶠ[atTop] firstIntegral c 0 φ φ' := by
    filter_upwards [eventually_gt_atTop z] with w hw
    exact eq_of_deriv_zero hw (h.continuous_firstIntegral _) fun x hx =>
      firstIntegral_deriv (h.pos x) (h.hasDeriv x)
        (by rw [sub_zero]; exact h.outside x (lt_of_le_of_lt hz hx.1))
  have L := tendsto_nhds_unique (firstIntegral_tendsto h.vacuum h.vacuum_field)
    (tendsto_const_nhds.congr' ev)
  rw [Real.zero_rpow (by norm_num)] at L
  unfold firstIntegral at L
  linear_combination -1 * L

/-- In the vacuum, the profile obeys the first-order equation `φ' = -4 √(c/20) φ^(5/4)`. -/
theorem slope_outside (hc : 0 < c) (h : IsSurfaceProfile c φ₀ φ φ') {z : ℝ} (hz : 0 ≤ z) :
    φ' z = -4 * √(c / 20) * φ z ^ (5 / 4 : ℝ) := by
  -- the slope increases towards zero, hence is nonpositive
  have hneg : φ' z ≤ 0 := by
    refine ge_of_tendsto h.vacuum_field ?_
    filter_upwards [eventually_gt_atTop z] with w hw
    obtain ⟨x, _, hs⟩ := exists_hasDerivAt_eq_slope φ' (fun x => c * φ x ^ (3 / 2 : ℝ)) hw
      h.cont.continuousOn (fun x hx => h.outside x (lt_of_le_of_lt hz hx.1))
    have hs' : c * φ x ^ (3 / 2 : ℝ) = (φ' w - φ' z) / (w - z) := hs
    rw [eq_div_iff (sub_pos.2 hw).ne'] at hs'
    have := mul_pos (mul_pos hc (Real.rpow_pos_of_pos (h.pos x) (3 / 2))) (sub_pos.2 hw)
    linarith
  have hk : 0 < √(c / 20) := Real.sqrt_pos.2 (by positivity)
  have hk2 : √(c / 20) ^ 2 = c / 20 := Real.sq_sqrt (by positivity)
  have hA := Real.rpow_pos_of_pos (h.pos z) (5 / 4)
  have hA2 : φ z ^ (5 / 2 : ℝ) = φ z ^ (5 / 4 : ℝ) * φ z ^ (5 / 4 : ℝ) := by
    rw [← Real.rpow_add (h.pos z)]
    norm_num
  have hsq := slope_sq_outside h hz
  rw [hA2] at hsq
  have hprod : (φ' z - 4 * √(c / 20) * φ z ^ (5 / 4 : ℝ)) *
      (φ' z + 4 * √(c / 20) * φ z ^ (5 / 4 : ℝ)) = 0 := by
    linear_combination hsq - 16 * (φ z ^ (5 / 4 : ℝ)) ^ 2 * hk2
  have hX := mul_pos hk hA
  rcases mul_eq_zero.1 hprod with h1 | h1 <;> linarith

/-- At the edge of the background, `φ` has three fifths of its bulk value. -/
theorem edge_value (hc : 0 < c) (h0 : 0 < φ₀) (h : IsSurfaceProfile c φ₀ φ φ') :
    φ 0 = 3 * φ₀ / 5 := by
  have h1 := slope_sq_inside h0 h le_rfl
  have h2 := slope_sq_outside h le_rfl
  have hq : φ₀ ^ (5 / 2 : ℝ) = φ₀ ^ (3 / 2 : ℝ) * φ₀ := by
    rw [← Real.rpow_add_one h0.ne']
    norm_num
  have hB : 2 * c * φ₀ ^ (3 / 2 : ℝ) ≠ 0 :=
    (mul_pos (by positivity) (Real.rpow_pos_of_pos h0 _)).ne'
  apply mul_left_cancel₀ hB
  linear_combination h1 - h2 + 6 * c / 5 * hq

/-- The slope at the edge of the background, in terms of the bulk value `φ₀`. -/
theorem edge_slope (hc : 0 < c) (h0 : 0 < φ₀) (h : IsSurfaceProfile c φ₀ φ φ') :
    φ' 0 = -4 * √(c / 20) * (3 * φ₀ / 5) ^ (5 / 4 : ℝ) := by
  rw [slope_outside hc h le_rfl, edge_value hc h0 h]

/-- The Thomas-Fermi surface: `φ` is `3 φ₀ / 5` at the edge, and outside it is an inverse
fourth power with a positive offset `z₀` fixed by `c` and `φ₀`. -/
theorem surface_profile (hc : 0 < c) (h0 : 0 < φ₀) (h : IsSurfaceProfile c φ₀ φ φ') :
    φ 0 = 3 * φ₀ / 5 ∧ ∃ z₀ > 0, 3 * c ^ 2 * φ₀ * z₀ ^ 4 = 2000 ∧
      ∀ z, 0 ≤ z → φ z = 400 / (c ^ 2 * (z + z₀) ^ 4) := by
  have hedge := edge_value hc h0 h
  obtain ⟨k, hkdef⟩ : ∃ k, k = √(c / 20) := ⟨_, rfl⟩
  have hk : 0 < k := hkdef ▸ Real.sqrt_pos.2 (by positivity)
  have hk2 : k ^ 2 = c / 20 := by rw [hkdef]; exact Real.sq_sqrt (by positivity)
  have hk4 : k ^ 4 = c ^ 2 / 400 := by
    linear_combination (k ^ 2 + c / 20) * hk2
  have hφ : Continuous φ := continuous_iff_continuousAt.2 fun z => (h.hasDeriv z).continuousAt
  -- `φ^(-1/4)` grows linearly in the vacuum
  have hlin : ∀ z, 0 ≤ z → φ z ^ (-1 / 4 : ℝ) = φ 0 ^ (-1 / 4 : ℝ) + k * z := by
    intro z hz
    rcases hz.eq_or_lt with hz0 | hz0
    · rw [← hz0]; ring
    have := eq_of_deriv_zero (G := fun y => φ y ^ (-1 / 4 : ℝ) - k * y) hz0
      ((hφ.rpow_const fun y => Or.inl (h.pos y).ne').sub (continuous_const.mul continuous_id))
      (fun x hx => by
        have e : (-1 / 4 : ℝ) - 1 = -(5 / 4) := by norm_num
        have hd := (h.hasDeriv x).rpow_const (p := -1 / 4) (Or.inl (h.pos x).ne')
        rw [e, slope_outside hc h hx.1.le, ← hkdef] at hd
        have hm : φ x ^ (5 / 4 : ℝ) * φ x ^ (-(5 / 4) : ℝ) = 1 := by
          rw [← Real.rpow_add (h.pos x), add_neg_cancel, Real.rpow_zero]
        exact (hd.fun_sub ((hasDerivAt_id' x).const_mul k)).congr_deriv
          (by linear_combination k * hm))
    simp only [mul_zero, sub_zero] at this
    linarith
  obtain ⟨z₀, hz₀, hkz⟩ : ∃ z₀ > 0, k * z₀ = φ 0 ^ (-1 / 4 : ℝ) :=
    ⟨φ 0 ^ (-1 / 4 : ℝ) / k, div_pos (Real.rpow_pos_of_pos (h.pos 0) _) hk, by field_simp⟩
  have key : ∀ z, 0 ≤ z → φ z * (c ^ 2 * (z + z₀) ^ 4) = 400 := by
    intro z hz
    have e : (-1 / 4 : ℝ) * ((4 : ℕ) : ℝ) = -1 := by norm_num
    have hq : (φ z ^ (-1 / 4 : ℝ)) ^ 4 * φ z = 1 := by
      rw [← Real.rpow_natCast, ← Real.rpow_mul (h.pos z).le, e, Real.rpow_neg_one,
        inv_mul_cancel₀ (h.pos z).ne']
    rw [hlin z hz, ← hkz] at hq
    linear_combination 400 * hq - 400 * (z + z₀) ^ 4 * φ z * hk4
  refine ⟨hedge, z₀, hz₀, ?_, fun z hz => ?_⟩
  · have h1 := key 0 le_rfl
    rw [hedge, zero_add] at h1
    linear_combination 5 * h1
  · have hu : 0 < z + z₀ := by linarith
    rw [eq_div_iff (by positivity)]
    exact key z hz

/-- Conversely, the inverse fourth power solves the vacuum equation `φ'' = c φ^(3/2)`
at every `z > -z₀`. -/
theorem quartic_tail_solves {z₀ z : ℝ} (hc : 0 < c) (hz : 0 < z + z₀) :
    HasDerivAt (fun y => 400 / (c ^ 2 * (y + z₀) ^ 4)) (-1600 / (c ^ 2 * (z + z₀) ^ 5)) z ∧
    HasDerivAt (fun y => -1600 / (c ^ 2 * (y + z₀) ^ 5))
      (c * (400 / (c ^ 2 * (z + z₀) ^ 4)) ^ (3 / 2 : ℝ)) z := by
  have hu : HasDerivAt (fun y => y + z₀) 1 z := (hasDerivAt_id' z).add_const z₀
  have hr : (400 / (c ^ 2 * (z + z₀) ^ 4)) ^ (3 / 2 : ℝ) = (20 / (c * (z + z₀) ^ 2)) ^ 3 := by
    have hs : 400 / (c ^ 2 * (z + z₀) ^ 4) = (20 / (c * (z + z₀) ^ 2)) ^ 2 := by
      rw [div_pow, mul_pow, ← pow_mul]
      norm_num
    have e : ((2 : ℕ) : ℝ) * (3 / 2) = ((3 : ℕ) : ℝ) := by norm_num
    rw [hs, ← Real.rpow_natCast (20 / (c * (z + z₀) ^ 2)) 2,
      ← Real.rpow_mul (by positivity), e, Real.rpow_natCast]
  constructor
  · refine ((hasDerivAt_const z (400 : ℝ)).fun_div ((hu.fun_pow 4).const_mul (c ^ 2))
      (by positivity)).congr_deriv ?_
    simp only [Nat.reduceSub, Nat.cast_ofNat]
    field_simp
    ring
  · rw [hr]
    refine ((hasDerivAt_const z (-1600 : ℝ)).fun_div ((hu.fun_pow 5).const_mul (c ^ 2))
      (by positivity)).congr_deriv ?_
    simp only [Nat.reduceSub, Nat.cast_ofNat]
    field_simp
    ring

end

end ThomasFermiSurface
```

```lean
#print axioms ThomasFermiSurface.edge_slope
-- 'ThomasFermiSurface.edge_slope' depends on axioms: [propext, Classical.choice, Quot.sound]
#print axioms ThomasFermiSurface.surface_profile
-- 'ThomasFermiSurface.surface_profile' depends on axioms: [propext, Classical.choice, Quot.sound]
#print axioms ThomasFermiSurface.quartic_tail_solves
-- 'ThomasFermiSurface.quartic_tail_solves' depends on axioms: [propext, Classical.choice, Quot.sound]
```

## How the proof follows the derivation

**Conservation.** `firstIntegral` is $E_b$, and `firstIntegral_deriv` computes its derivative by the product and power rules; `ring` confirms that the terms cancel. `eq_of_deriv_zero` turns a zero derivative into equal values at two points, by the mean value theorem. It assumes a continuous function and needs the derivative only on the open interval. Together with `continuous_firstIntegral`, this carries both balances up to $z=0$, where neither field equation is assumed.

**Constants from the far ends.** `firstIntegral_tendsto` gives the limit of $E_b$ when $\varphi$ and $\varphi'$ have limits. In `slope_sq_inside` and `slope_sq_outside`, the value of $E_b$ at a fixed $z$ equals its value at every point farther from the edge on the same side. Uniqueness of limits, `tendsto_nhds_unique`, identifies that value with the limit, and `linear_combination` rearranges the result.

**The edge.** `edge_value` subtracts the two squared-slope formulas at zero and cancels the nonzero factor $2c\varphi_0^{3/2}$. `edge_slope` inserts the result into the first-order equation.

**The sign of the slope.** In `slope_outside`, the mean value theorem shows that $\varphi'(z)<\varphi'(w)$ for $w>z\ge0$, and letting $w\to\infty$ gives $\varphi'(z)\le0$. The squared relation is then factored as

$$(\varphi'-4k\varphi^{5/4})(\varphi'+4k\varphi^{5/4})=0,$$

and the sign rules out the positive root.

**The tail.** Within `surface_profile`, `hlin` is the linear growth of $\varphi^{-1/4}$, obtained by applying `eq_of_deriv_zero` to $\varphi^{-1/4}-kz$. The step `key` takes the fourth power and yields $\varphi(z)\,c^2(z+z_0)^4=400$. At $z=0$, combined with the edge value, this fixes $z_0$; at general $z\ge0$, division gives the profile.

**The converse for the vacuum equation.** `quartic_tail_solves` differentiates $400/(c^2(z+z_0)^4)$ twice, for $c>0$ and $z+z_0>0$. The second derivative is $8000/(c^2(z+z_0)^6)$. It equals $c\varphi^{3/2}$ because $\varphi$ is the square of $20/(c(z+z_0)^2)$, which is how the proof evaluates the real power.
